# The square of σ·(p − qA) and the value g = 2 in the Pauli Hamiltonian

Set $\hbar = 1$. Let $R$ be an algebra over the complex numbers, whose elements play the role of operators on the spatial state of one particle. A vector operator is a triple $v = (v_0, v_1, v_2)$ of elements of $R$, with the indices 0, 1, 2 standing for $x, y, z$. Dot and cross products keep the order of the factors:

$$u\cdot v = \sum_i u_i v_i, \qquad (u\times v)_0 = u_1v_2 - u_2v_1 \quad\text{and cyclically.}$$

With the Pauli matrices $\sigma_0, \sigma_1, \sigma_2$, also numbered from 0, the contraction with $v$ is the 2 by 2 matrix over $R$

$$\sigma\cdot v = \begin{pmatrix} v_2 & v_0 - i v_1\\ v_0 + i v_1 & -v_2\end{pmatrix}.$$

An operator $x \in R$ standing alone in a matrix equation means $x$ times the identity in spin space; such a term is called spin-free. The momentum is $p$, the vector potential $A$, the charge $q$, the mass $m$, and the kinetic momentum is $\pi = p - qA$. The Pauli Hamiltonian, without a scalar potential, is $H = (\sigma\cdot\pi)^2/2m$.

## Expanding the square

Suppose that the $p_i$ commute among themselves and that the $A_i$ do too. Then

$$(\sigma\cdot\pi)^2 = p^2 - q(p\cdot A + A\cdot p) + q^2A^2 - iq\,\sigma\cdot(p\times A + A\times p).$$

The Pauli matrices satisfy $\sigma_i\sigma_j = \delta_{ij} + i\sum_k\epsilon_{ijk}\sigma_k$. Multiplying by $u_iv_j$ and summing, without exchanging any operators, gives

$$(\sigma\cdot u)(\sigma\cdot v) = u\cdot v + i\,\sigma\cdot(u\times v).$$

For $u = v = \pi$ two products are needed:

$$\pi\cdot\pi = p^2 - q(p\cdot A + A\cdot p) + q^2A^2,$$
$$\pi\times\pi = p\times p - q(p\times A + A\times p) + q^2 A\times A.$$

The components of $p\times p$ are commutators such as $p_1p_2 - p_2p_1$, so $p\times p = 0$, and likewise $A\times A = 0$. Inserting both products proves the claim. The same argument gives $(\sigma\cdot A)^2 = A^2$: the quadratic "seagull" term, which couples the particle to the field twice at one point, is spin-free.

For $p = -i\nabla$ and $A$ a function of position, $p\times A + A\times p$ consists of the commutators $[p_i, A_j]$ and equals $-i\,\nabla\times A = -iB$. The spin term is then $-iq(-i)\,\sigma\cdot B = -q\,\sigma\cdot B$, and

$$H = \frac{\pi^2}{2m} - \frac{q}{2m}\,\sigma\cdot B.$$

Compare this with $\pi^2/2m - g(q/2m)\,S\cdot B$, where $S = \sigma/2$. The two agree exactly when

$$\frac{q(g-2)}{4m}\,\sigma\cdot B = 0.$$

If $\sigma\cdot B = 0$, its entries give $B_2 = 0$ and $B_0 \pm iB_1 = 0$, hence $B = 0$. For nonzero $q$ and $B$ it follows that $g = 2$.

For a single non-relativistic electron in molecular QED, this separates the spin-free couplings from the magnetic spin coupling. The value $g = 2$ follows here from taking $(\sigma\cdot\pi)^2/2m$ as the Hamiltonian; neither a derivation from the Dirac equation nor radiative corrections to $g$ are involved.

## A vector potential whose components do not commute

Let $p = 0$ and $A = (\tau_0, \tau_1, 0)$, where the $\tau_i$ are Pauli matrices acting on a second two-dimensional space. Then $A^2 = 2$, but $A\times A = (0, 0, 2i\tau_2)$, so

$$(\sigma\cdot A)^2 = 2 - 2\,\sigma_2\tau_2.$$

The seagull term now depends on spin, and for $q \neq 0$ the expansion above fails, since its right-hand side would be $2q^2$. This matrix-valued $A$ is an algebraic counterexample, not an electromagnetic vector potential, whose components commute.

## Operators and spin matrices in Lean

`R` is an arbitrary ring with a complex algebra structure; its multiplication need not commute.

```lean
import Mathlib

open Complex
open scoped Polynomial

namespace PauliMinimalCoupling

noncomputable section

variable {R : Type*} [Ring R] [Algebra ℂ R]
```

The Pauli matrices have complex entries.

```lean
/-- The three Pauli matrices. -/
def pauli : Fin 3 → Matrix (Fin 2) (Fin 2) ℂ :=
  ![!![0, 1; 1, 0], !![0, -I; I, 0], !![1, 0; 0, -1]]
```

To form $\sigma\cdot v$, each entry of the $i$-th Pauli matrix multiplies the operator `v i`, and the three results are added.

```lean
/-- The contraction `σ·v` of the Pauli matrices with a triple of operators. -/
def sigmaDot (v : Fin 3 → R) : Matrix (Fin 2) (Fin 2) R :=
  ∑ i, (pauli i).map (fun c => c • v i)
```

`spinFree x` is $x$ times the spin identity.

```lean
/-- An operator that acts as the identity on spin. -/
def spinFree (x : R) : Matrix (Fin 2) (Fin 2) R := !![x, 0; 0, x]
```

The two vector products are written with their factors in a fixed order.

```lean
/-- The dot product of two operator triples, in the given operator order. -/
def vdot (u v : Fin 3 → R) : R := ∑ i, u i * v i

/-- The cross product of two operator triples, in the given operator order. -/
def vcross (u v : Fin 3 → R) : Fin 3 → R :=
  ![u 1 * v 2 - u 2 * v 1, u 2 * v 0 - u 0 * v 2, u 0 * v 1 - u 1 * v 0]
```

The charge and mass are complex numbers in the definitions below, so real values are included. Nothing requires the operators to be Hermitian.

```lean
/-- The kinetic momentum `π = p - qA`. -/
def kinetic (q : ℂ) (p A : Fin 3 → R) : Fin 3 → R := fun i => p i - q • A i

/-- The Pauli Hamiltonian `(σ·π)² / 2m`. -/
def pauliHamiltonian (m q : ℂ) (p A : Fin 3 → R) : Matrix (Fin 2) (Fin 2) R :=
  (1 / (2 * m)) • sigmaDot (kinetic q p A) ^ 2
```

## The Pauli product with operator entries

The first theorem recovers the explicit matrix for $\sigma\cdot v$ by checking its four entries.

```lean
/-- The matrix `σ·v` written out in spin space. -/
theorem sigmaDot_eq (v : Fin 3 → R) :
    sigmaDot v = !![v 2, v 0 - I • v 1; v 0 + I • v 1, -v 2] := by
  ext a b
  fin_cases a <;> fin_cases b <;>
    simp [sigmaDot, pauli, Fin.sum_univ_three, sub_eq_add_neg]
```

A complex factor can therefore be moved through the contraction.

```lean
lemma sigmaDot_smul (c : ℂ) (v : Fin 3 → R) : sigmaDot (c • v) = c • sigmaDot v := by
  simp only [sigmaDot_eq]
  ext a b
  fin_cases a <;> fin_cases b <;> simp [smul_sub, smul_add, smul_smul, mul_comm]
```

The next lemma is the step from $\sigma\cdot B = 0$ to $B = 0$. Half the sum of the off-diagonal entries gives `v 0 = 0`; what remains is $i v_1 = 0$, from which the factor $i$ is removed.

```lean
lemma eq_zero_of_sigmaDot {v : Fin 3 → R} (h : sigmaDot v = 0) : v = 0 := by
  rw [sigmaDot_eq] at h
  have h2 : v 2 = 0 := by simpa using congrFun (congrFun h 0) 0
  have hm : v 0 - I • v 1 = 0 := by simpa using congrFun (congrFun h 0) 1
  have hp : v 0 + I • v 1 = 0 := by simpa using congrFun (congrFun h 1) 0
  have h0 : v 0 = 0 := by
    linear_combination (norm := module) (1 / 2 : ℂ) • hm + (1 / 2 : ℂ) • hp
  have h1 : v 1 = 0 := by
    rw [h0, zero_add] at hp
    rw [← inv_smul_smul₀ I_ne_zero (v 1), hp, smul_zero]
  funext i
  fin_cases i
  · exact h0
  · exact h1
  · exact h2
```

The product formula has no commutation hypothesis. Instead of using $\delta_{ij}$ and $\epsilon_{ijk}$, the proof multiplies the explicit matrices and compares entries. The tactic `module` collects complex coefficients while leaving products such as `u 0 * v 1` in their given order.

```lean
/-- The product `(σ·u)(σ·v) = u·v + i σ·(u × v)` for operators that need not commute. -/
theorem sigmaDot_mul (u v : Fin 3 → R) :
    sigmaDot u * sigmaDot v = spinFree (vdot u v) + I • sigmaDot (vcross u v) := by
  simp only [sigmaDot_eq]
  ext a b
  fin_cases a <;> fin_cases b <;>
    simp [Matrix.mul_apply, Fin.sum_univ_two, Fin.sum_univ_three, spinFree, vdot, vcross,
      mul_add, add_mul, mul_sub, sub_mul, smul_add, smul_sub, smul_smul] <;>
    module
```

## Commuting components and the seagull term

Commutation within a triple makes its cross product with itself vanish.

```lean
omit [Algebra ℂ R] in
lemma vcross_self {u : Fin 3 → R} (h : ∀ i j, u i * u j = u j * u i) :
    vcross u u = 0 := by
  funext i
  fin_cases i <;> simp [vcross, h 2 1, h 0 2, h 1 0]
```

The seagull result needs this hypothesis only for $A$. It is the product formula with the cross product set to zero.

```lean
/-- For a vector potential with commuting components, `(σ·A)² = A²` is spin-free. -/
theorem seagull_spinFree {A : Fin 3 → R} (hA : ∀ i j, A i * A j = A j * A i) :
    sigmaDot A ^ 2 = spinFree (vdot A A) := by
  have h0 : sigmaDot (0 : Fin 3 → R) = 0 := by
    simpa using sigmaDot_smul (0 : ℂ) (0 : Fin 3 → R)
  rw [pow_two, sigmaDot_mul, vcross_self hA, h0, smul_zero, add_zero]
```

## The minimal-coupling identity

The expansion of $\pi\cdot\pi$ holds for any two triples.

```lean
lemma kinetic_dot (q : ℂ) (p A : Fin 3 → R) :
    vdot (kinetic q p A) (kinetic q p A) =
      vdot p p - q • (vdot p A + vdot A p) + q ^ 2 • vdot A A := by
  simp only [vdot, kinetic, Fin.sum_univ_three, mul_sub, sub_mul, smul_mul_assoc,
    mul_smul_comm]
  module
```

For $\pi\times\pi$, the internal equation `h` is the full expansion, including $p\times p$ and $A\times A$. The hypotheses `hp` and `hA` then remove those two terms. No relation between $p$ and $A$ is assumed.

```lean
/-- If the components of `p` commute among themselves and so do those of `A`, the kinetic momentum
has `π × π = -q (p × A + A × p)`. -/
theorem kinetic_cross (q : ℂ) {p A : Fin 3 → R} (hp : ∀ i j, p i * p j = p j * p i)
    (hA : ∀ i j, A i * A j = A j * A i) :
    vcross (kinetic q p A) (kinetic q p A) = (-q) • (vcross p A + vcross A p) := by
  have h : vcross (kinetic q p A) (kinetic q p A) =
      vcross p p + (-q) • (vcross p A + vcross A p) + q ^ 2 • vcross A A := by
    funext i
    fin_cases i <;> simp [vcross, kinetic, mul_sub, sub_mul] <;> module
  rw [h, vcross_self hp, vcross_self hA, smul_zero, zero_add, add_zero]
```

The main theorem substitutes both expansions into the product formula, in the same order as the derivation above.

```lean
/-- Minimal coupling of a spin-1/2 particle, when the components of `p` commute among themselves and
so do those of `A`: `(σ·(p - qA))² = p² - q(p·A + A·p) + q²A² - iq σ·(p × A + A × p)`. -/
theorem minimal_coupling (q : ℂ) {p A : Fin 3 → R} (hp : ∀ i j, p i * p j = p j * p i)
    (hA : ∀ i j, A i * A j = A j * A i) :
    sigmaDot (kinetic q p A) ^ 2 =
      spinFree (vdot p p - q • (vdot p A + vdot A p) + q ^ 2 • vdot A A)
        - (I * q) • sigmaDot (vcross p A + vcross A p) := by
  rw [pow_two, sigmaDot_mul, kinetic_dot, kinetic_cross q hp hA, sigmaDot_smul, smul_smul,
    mul_neg, neg_smul, ← sub_eq_add_neg]
```

## The magnetic field and the g-factor

Here `B` is a triple of operators, and `hB` postulates $p\times A + A\times p = -iB$. This condition stands for $B = \nabla\times A$; the abstract algebra has no gradient from which to derive it. The proof then needs only $iq(-i) = q$.

```lean
/-- If the components of `p` commute among themselves, so do those of `A`, and `p × A + A × p =
-iB`, then the spin-dependent term of `(σ·(p - qA))²` is `-q σ·B`. -/
theorem minimal_coupling_field (q : ℂ) {p A B : Fin 3 → R}
    (hp : ∀ i j, p i * p j = p j * p i) (hA : ∀ i j, A i * A j = A j * A i)
    (hB : vcross p A + vcross A p = (-I) • B) :
    sigmaDot (kinetic q p A) ^ 2 =
      spinFree (vdot p p - q • (vdot p A + vdot A p) + q ^ 2 • vdot A A)
        - q • sigmaDot B := by
  have hI : I * q * (-I) = q := by linear_combination (-q) * I_mul_I
  rw [minimal_coupling q hp hA, hB, sigmaDot_smul, smul_smul, hI]
```

The next theorem keeps the hypotheses `hp`, `hA` and `hB` and is an equivalence: for nonzero $m$, $q$ and $B$, the Hamiltonian has the stated form if and only if the number `g` is 2. In the forward direction, assuming $g \neq 2$ makes the coefficient $q(g-2)/4m$ nonzero (`hc`). The equality of the two Hamiltonians gives `h0`, dividing by the coefficient gives $\sigma\cdot B = 0$, and `eq_zero_of_sigmaDot` contradicts `hB0`. The reverse direction substitutes $g = 2$ and compares coefficients.

```lean
/-- Let the components of `p` commute among themselves, likewise those of `A`, and let `p × A + A ×
p = -iB`. For nonzero charge, mass and field, the Pauli Hamiltonian equals `π²/2m - g (q/2m) S·B`
with `S = σ/2` exactly when `g = 2`. -/
theorem g_factor_eq_two {m q : ℂ} (g : ℂ) {p A B : Fin 3 → R} (hm : m ≠ 0) (hq : q ≠ 0)
    (hB0 : B ≠ 0) (hp : ∀ i j, p i * p j = p j * p i)
    (hA : ∀ i j, A i * A j = A j * A i)
    (hB : vcross p A + vcross A p = (-I) • B) :
    pauliHamiltonian m q p A =
      (1 / (2 * m)) • spinFree (vdot (kinetic q p A) (kinetic q p A))
        - (g * q / (2 * m)) • ((1 / 2 : ℂ) • sigmaDot B) ↔ g = 2 := by
  have h2 : sigmaDot (kinetic q p A) ^ 2 =
      spinFree (vdot (kinetic q p A) (kinetic q p A)) - q • sigmaDot B := by
    rw [kinetic_dot]
    exact minimal_coupling_field q hp hA hB
  unfold pauliHamiltonian
  rw [h2]
  constructor
  · intro h
    by_contra hg
    -- the two spin terms differ by a multiple of `σ·B` proportional to `g - 2`
    have hc : q * (g - 2) / (4 * m) ≠ 0 :=
      div_ne_zero (mul_ne_zero hq (sub_ne_zero.2 hg)) (mul_ne_zero (by norm_num) hm)
    have h0 : (q * (g - 2) / (4 * m)) • sigmaDot B = 0 := by
      linear_combination (norm := module) h
    apply hB0
    apply eq_zero_of_sigmaDot
    rw [← inv_smul_smul₀ hc (sigmaDot B), h0, smul_zero]
  · rintro rfl
    module
```

## A uniform field in Landau gauge

A concrete model shows that the assumptions on $p$, $A$ and $B$ are satisfiable with a nonzero field. Finite matrices could not represent a uniform field $b \neq 0$ along $z$: the field relation would equate a sum of commutators, which has trace zero, with a nonzero multiple of the identity. The model therefore acts on complex polynomials in $x$.

```lean
/-- The derivative `d/dx` on complex polynomials. -/
def ddx : Module.End ℂ ℂ[X] := Polynomial.derivative

/-- Multiplication by the coordinate `x` on complex polynomials. -/
def posX : Module.End ℂ ℂ[X] := LinearMap.mulLeft ℂ Polynomial.X
```

The numbers $k_y$ and $k_z$ are the momenta of plane waves along $y$ and $z$, on which $p_1$ and $p_2$ act as multiplication by constants.

```lean
/-- The momentum `(-i d/dx, k_y, k_z)` with fixed numbers `k_y` and `k_z`. -/
def landauP (ky kz : ℂ) : Fin 3 → Module.End ℂ ℂ[X] := ![(-I) • ddx, ky • 1, kz • 1]

/-- The Landau-gauge vector potential `(0, b x, 0)`. -/
def landauA (b : ℂ) : Fin 3 → Module.End ℂ ℂ[X] := ![0, b • posX, 0]

/-- The uniform magnetic field `(0, 0, b)`. -/
def landauB (b : ℂ) : Fin 3 → Module.End ℂ ℂ[X] := ![0, 0, b • 1]
```

The proof starts from the commutator $[d/dx, x] = 1$, stated as `hcomm`. The only nonzero component of the field relation is the last one,

$$[-i\,d/dx,\; bx] = -ib.$$

The $x$ component reduces to $-[k_z, bx]$, which vanishes because $k_z$ is a number, and the $y$ component vanishes because $A_0 = A_2 = 0$. To see that the field is nonzero, the proof applies its last component to the constant polynomial 1, which gives $b$.

```lean
/-- For the Landau-gauge operators on polynomials, the components of `p` commute among themselves,
as do those of `A`, and the operators satisfy the field relation `p × A + A × p = -iB`, with `B`
nonzero for `b ≠ 0`. -/
theorem minimal_coupling_witness (ky kz : ℂ) {b : ℂ} (hb : b ≠ 0) :
    (∀ i j, landauP ky kz i * landauP ky kz j = landauP ky kz j * landauP ky kz i) ∧
    (∀ i j, landauA b i * landauA b j = landauA b j * landauA b i) ∧
    vcross (landauP ky kz) (landauA b) + vcross (landauA b) (landauP ky kz)
      = (-I) • landauB b ∧
    landauB b ≠ 0 := by
  -- the canonical commutator of `d/dx` and `x`
  have hcomm : ddx * posX = posX * ddx + 1 := by
    refine LinearMap.ext fun f => ?_
    simp [ddx, posX, add_comm]
  refine ⟨?_, ?_, ?_, ?_⟩
  · intro i j
    fin_cases i <;> fin_cases j <;> simp [landauP, smul_smul, mul_comm]
  · intro i j
    fin_cases i <;> fin_cases j <;> simp [landauA]
  · funext i
    fin_cases i <;>
      simp [vcross, landauP, landauA, landauB, hcomm, smul_smul, mul_comm]
  · intro h
    have h3 := congrArg (fun T : Module.End ℂ ℂ[X] => T 1) (congrFun h 2)
    exact hb (by simpa [landauB] using h3)

end

end PauliMinimalCoupling
```

The polynomial model is purely algebraic: it has no inner product, and questions of operator domains and self-adjointness do not enter.

```lean
#print axioms PauliMinimalCoupling.seagull_spinFree
-- 'PauliMinimalCoupling.seagull_spinFree' depends on axioms: [propext, Classical.choice, Quot.sound]
#print axioms PauliMinimalCoupling.g_factor_eq_two
-- 'PauliMinimalCoupling.g_factor_eq_two' depends on axioms: [propext, Classical.choice, Quot.sound]
```
